# At fixed Hermitian overlap, S-orthonormal orbitals have a unique Hermitian velocity multiplier

In Car-Parrinello dynamics with ultrasoft pseudopotentials, the orbitals must stay orthonormal with respect to an overlap matrix \(S\). A trial step for the orbital velocities generally breaks the time derivative of that condition, and constraint forces have to repair it. Is there always a repair, and is there only one?

Let the columns of \(C\) hold the orbital coefficients in an orthonormal basis, such as plane waves, with \(C^\dagger S C=I\), and let \(V\) hold their trial velocities. Here \(S\) represents the ultrasoft overlap operator, not the overlap of the basis functions. For fixed Hermitian \(S\), exactly one Hermitian matrix \(Y\) makes the corrected velocity

\[
W=V-SCY \quad\text{satisfy}\quad C^\dagger S W+W^\dagger S C=0 .
\]

Positive definite \(S\), the usual physical case, is included. \(Y\) is the matrix of Lagrange multipliers, with the time step and a single scalar fictitious mass absorbed. It is Hermitian because the orthonormality condition is.

## The velocity stage of a constrained integrator

A RATTLE-type velocity update solves for \(Y\) at each step. For a finite basis and ions held fixed, the result says that this solve has a single target, whatever the trial velocities. Given an orthonormal eigenbasis of the Gram matrix \(M=(SC)^\dagger(SC)\), the solve reduces to elementwise division.

The mistake to avoid is carrying over \(Y=\tfrac12(C^\dagger SV+V^\dagger SC)\) from the case \(S=I\). There \(M=C^\dagger C=I\), but in general \(M=C^\dagger S^2C\), which orthonormality does not reduce to the identity. For

\[
S=\begin{pmatrix}2&1\\1&1\end{pmatrix},\quad C=\begin{pmatrix}0\\1\end{pmatrix},\quad V=\begin{pmatrix}1\\0\end{pmatrix},
\]

one finds \(M=2\). The correct multiplier is \(1/2\), while the half-sum gives \(1\) and violates the constraint.

## From the constraint to a Lyapunov equation

Since \(S\) and \(Y\) are Hermitian,

\[
C^\dagger SW=C^\dagger SV-MY,\qquad W^\dagger SC=V^\dagger SC-YM .
\]

The constraint is therefore equivalent to

\[
MY+YM=B,\qquad B=C^\dagger SV+V^\dagger SC .
\]

Suppose \(MY+YM=0\) for some \(Y\), Hermitian or not. Multiplying by \(Y^\dagger\) from the left and taking the trace gives, by cyclicity,

\[
0=\operatorname{tr}(Y^\dagger MY)+\operatorname{tr}(YMY^\dagger)
=\|SCY\|_F^2+\|SCY^\dagger\|_F^2 ,
\]

where \(\|\cdot\|_F\) is the Frobenius norm. Hence \(SCY=0\), and \(Y=C^\dagger SCY=0\).

The linear map \(Y\mapsto MY+YM\) is thus injective on a finite-dimensional space, so it is also surjective, and every \(B\) has exactly one solution. Because \(M\) and \(B\) are Hermitian, \(Y^\dagger\) solves the same equation as \(Y\). Uniqueness gives \(Y^\dagger=Y\).

Now let \(U^\dagger U=I\) and \(MU=UD\), with \(D\) diagonal and real entries \(m_i\). Taking adjoints gives \(U^\dagger M=DU^\dagger\), so

\[
(m_i+m_j)(U^\dagger YU)_{ij}=(U^\dagger BU)_{ij}.
\]

If \(m_i+m_j\) vanished, \(UE_{ij}U^\dagger\), with \(E_{ij}\) the matrix whose only nonzero entry is a 1 at \((i,j)\), would be a nonzero solution of the homogeneous equation. The division is therefore safe.

## Definitions and lemmas in Lean

The finite types `n` and `k` label basis functions and orbitals; `m` denotes eigenvalues, not masses. `VelocityConstraint` is the condition on \(W\), and `forceGram` is \(M\). In `existsUnique_multiplier`, `hS` says that \(S\) is Hermitian, `hC` is orthonormality, and `∃!` covers the Hermitian condition and the constraint together.

`constraint_iff_lyapunov` expands the products. `lyapunov_eq_zero` is the trace argument, with `e1` and `e2` identifying the two squared norms. `lyapunov_existsUnique` passes from injectivity to surjectivity, and the main theorem adds the adjoint argument. `eigen_left`, `eigen_sum_ne_zero` and `multiplier_eigenbasis` give the division formula for a supplied eigenbasis. `multiplier_witness` checks the two-component example by evaluating matrix entries.

```lean
import Mathlib

open Matrix
open scoped ComplexOrder

namespace UltrasoftVelocityConstraint

variable {n k : Type*} [Fintype n] [Fintype k]

/-- The velocity constraint `Cᴴ S W + Wᴴ S C = 0` for orbitals `C`, orbital velocities `W`
and a fixed overlap matrix `S`. -/
def VelocityConstraint (S : Matrix n n ℂ) (C W : Matrix n k ℂ) : Prop :=
  Cᴴ * S * W + Wᴴ * S * C = 0

/-- The Gram matrix `(S C)ᴴ (S C)` of the directions `S C` along which the constraint
forces act. -/
def forceGram (S : Matrix n n ℂ) (C : Matrix n k ℂ) : Matrix k k ℂ :=
  (S * C)ᴴ * (S * C)

omit [Fintype k] in
/-- The Gram matrix of the constraint directions is Hermitian. -/
theorem forceGram_conjTranspose (S : Matrix n n ℂ) (C : Matrix n k ℂ) :
    (forceGram S C)ᴴ = forceGram S C := by
  rw [forceGram, conjTranspose_mul, conjTranspose_conjTranspose]

/-- For Hermitian `S` and a Hermitian multiplier `Y`, the corrected velocity `V - S C Y` obeys
the velocity constraint exactly when `Y` solves a Lyapunov equation. -/
theorem constraint_iff_lyapunov {S : Matrix n n ℂ} (hS : S.IsHermitian)
    (C V : Matrix n k ℂ) {Y : Matrix k k ℂ} (hY : Y.IsHermitian) :
    VelocityConstraint S C (V - S * C * Y) ↔
      forceGram S C * Y + Y * forceGram S C = Cᴴ * S * V + Vᴴ * S * C := by
  have e : Cᴴ * S * (V - S * C * Y) + (V - S * C * Y)ᴴ * S * C
      = (Cᴴ * S * V + Vᴴ * S * C) - (forceGram S C * Y + Y * forceGram S C) := by
    simp only [forceGram, conjTranspose_sub, conjTranspose_mul, hS.eq, hY.eq,
      Matrix.mul_sub, Matrix.sub_mul, Matrix.mul_assoc]
    abel
  rw [VelocityConstraint, e, sub_eq_zero, eq_comm]

variable [DecidableEq k]

/-- If `Cᴴ S C = 1`, the homogeneous Lyapunov equation has only the zero solution. -/
theorem lyapunov_eq_zero {S : Matrix n n ℂ} {C : Matrix n k ℂ} (hC : Cᴴ * S * C = 1)
    {Y : Matrix k k ℂ} (h : forceGram S C * Y + Y * forceGram S C = 0) : Y = 0 := by
  -- the trace against `Yᴴ` is a sum of two squared Frobenius norms
  have e1 : (S * C * Y)ᴴ * (S * C * Y) = Yᴴ * (forceGram S C * Y) := by
    simp only [forceGram, conjTranspose_mul, Matrix.mul_assoc]
  have e2 : (S * C * Yᴴ)ᴴ * (S * C * Yᴴ) = (Y * forceGram S C) * Yᴴ := by
    simp only [forceGram, conjTranspose_mul, conjTranspose_conjTranspose, Matrix.mul_assoc]
  have hsum : trace ((S * C * Y)ᴴ * (S * C * Y))
      + trace ((S * C * Yᴴ)ᴴ * (S * C * Yᴴ)) = 0 := by
    rw [e1, e2, trace_mul_comm (Y * forceGram S C) Yᴴ, ← trace_add, ← Matrix.mul_add, h,
      Matrix.mul_zero, trace_zero]
  have p1 := (posSemidef_conjTranspose_mul_self (S * C * Y)).trace_nonneg
  have p2 := (posSemidef_conjTranspose_mul_self (S * C * Yᴴ)).trace_nonneg
  have hz : S * C * Y = 0 :=
    trace_conjTranspose_mul_self_eq_zero_iff.1 ((add_eq_zero_iff_of_nonneg p1 p2).1 hsum).1
  -- orthonormality makes `S C` injective
  calc Y = Cᴴ * S * C * Y := by rw [hC, Matrix.one_mul]
    _ = Cᴴ * (S * C * Y) := by simp only [Matrix.mul_assoc]
    _ = 0 := by rw [hz, Matrix.mul_zero]

/-- If `Cᴴ S C = 1`, the Lyapunov equation has exactly one solution for every right-hand
side. -/
theorem lyapunov_existsUnique {S : Matrix n n ℂ} {C : Matrix n k ℂ} (hC : Cᴴ * S * C = 1)
    (B : Matrix k k ℂ) : ∃! Y, forceGram S C * Y + Y * forceGram S C = B := by
  let f : Matrix k k ℂ →ₗ[ℂ] Matrix k k ℂ :=
    LinearMap.mulLeft ℂ (forceGram S C) + LinearMap.mulRight ℂ (forceGram S C)
  have hinj : Function.Injective f :=
    (injective_iff_map_eq_zero f).2 fun Y hY => lyapunov_eq_zero hC hY
  -- in finite dimension uniqueness gives existence
  obtain ⟨Y, hY⟩ := LinearMap.injective_iff_surjective.1 hinj B
  exact ⟨Y, hY, fun Z hZ => hinj (Eq.trans hZ hY.symm)⟩

/-- For a Hermitian overlap matrix `S` and orbitals with `Cᴴ S C = 1`, every trial velocity `V`
admits exactly one Hermitian multiplier `Y` for which `V - S C Y` obeys the velocity
constraint. -/
theorem existsUnique_multiplier {S : Matrix n n ℂ} (hS : S.IsHermitian)
    {C : Matrix n k ℂ} (hC : Cᴴ * S * C = 1) (V : Matrix n k ℂ) :
    ∃! Y : Matrix k k ℂ, Y.IsHermitian ∧ VelocityConstraint S C (V - S * C * Y) := by
  obtain ⟨Y, hY, huniq⟩ := lyapunov_existsUnique hC (Cᴴ * S * V + Vᴴ * S * C)
  have hB : (Cᴴ * S * V + Vᴴ * S * C)ᴴ = Cᴴ * S * V + Vᴴ * S * C := by
    simp only [conjTranspose_add, conjTranspose_mul, conjTranspose_conjTranspose, hS.eq,
      Matrix.mul_assoc]
    abel
  -- the adjoint of the solution solves the same equation
  have hH : Y.IsHermitian := by
    refine huniq Yᴴ ?_
    calc forceGram S C * Yᴴ + Yᴴ * forceGram S C
        = (forceGram S C * Y + Y * forceGram S C)ᴴ := by
          rw [conjTranspose_add, conjTranspose_mul, conjTranspose_mul,
            forceGram_conjTranspose, add_comm]
      _ = Cᴴ * S * V + Vᴴ * S * C := by rw [hY, hB]
  exact ⟨Y, ⟨hH, (constraint_iff_lyapunov hS C V hH).2 hY⟩,
    fun Z hZ => huniq Z ((constraint_iff_lyapunov hS C V hZ.1).1 hZ.2)⟩

/-- If the Gram matrix `G = (S C)ᴴ (S C)` satisfies `G U = U D` with `D` diagonal and real, then
`Uᴴ G = D Uᴴ`. -/
theorem eigen_left {S : Matrix n n ℂ} {C : Matrix n k ℂ} {U : Matrix k k ℂ} {m : k → ℝ}
    (hm : forceGram S C * U = U * diagonal (fun i => (m i : ℂ))) :
    Uᴴ * forceGram S C = diagonal (fun i => (m i : ℂ)) * Uᴴ := by
  have hd : (diagonal (fun i => (m i : ℂ)))ᴴ = diagonal (fun i => (m i : ℂ)) := by
    rw [diagonal_conjTranspose]
    congr 1
    funext a
    simp
  have h := congrArg conjTranspose hm
  rwa [conjTranspose_mul, conjTranspose_mul, forceGram_conjTranspose, hd] at h

/-- If `Cᴴ S C = 1`, no two eigenvalues of the Gram matrix, taken from an orthonormal
eigenbasis `U`, add up to zero. -/
theorem eigen_sum_ne_zero {S : Matrix n n ℂ} {C : Matrix n k ℂ} (hC : Cᴴ * S * C = 1)
    {U : Matrix k k ℂ} (hU : Uᴴ * U = 1) {m : k → ℝ}
    (hm : forceGram S C * U = U * diagonal (fun i => (m i : ℂ))) (i j : k) :
    (m i : ℂ) + m j ≠ 0 := by
  intro h0
  have hE : diagonal (fun i => (m i : ℂ)) * Matrix.single i j (1 : ℂ)
      + Matrix.single i j (1 : ℂ) * diagonal (fun i => (m i : ℂ)) = 0 := by
    ext a b
    rw [Matrix.add_apply, diagonal_mul, mul_diagonal, Matrix.single_apply, Matrix.zero_apply]
    split_ifs with h
    · obtain ⟨rfl, rfl⟩ := h
      simpa using h0
    · simp
  -- a vanishing sum would give a nonzero homogeneous solution
  have hY : U * Matrix.single i j (1 : ℂ) * Uᴴ = 0 := by
    apply lyapunov_eq_zero hC
    calc _ = (forceGram S C * U) * Matrix.single i j (1 : ℂ) * Uᴴ
          + U * Matrix.single i j (1 : ℂ) * (Uᴴ * forceGram S C) := by
          simp only [Matrix.mul_assoc]
      _ = U * (diagonal (fun i => (m i : ℂ)) * Matrix.single i j (1 : ℂ)
          + Matrix.single i j (1 : ℂ) * diagonal (fun i => (m i : ℂ))) * Uᴴ := by
          rw [hm, eigen_left hm]
          simp only [Matrix.mul_add, Matrix.add_mul, Matrix.mul_assoc]
      _ = 0 := by rw [hE, Matrix.mul_zero, Matrix.zero_mul]
  have h1 : Matrix.single i j (1 : ℂ) = 0 := by
    calc Matrix.single i j (1 : ℂ) = (Uᴴ * U) * Matrix.single i j (1 : ℂ) * (Uᴴ * U) := by
          rw [hU, Matrix.one_mul, Matrix.mul_one]
      _ = Uᴴ * (U * Matrix.single i j (1 : ℂ) * Uᴴ) * U := by simp only [Matrix.mul_assoc]
      _ = 0 := by rw [hY, Matrix.mul_zero, Matrix.zero_mul]
  have h2 := congrFun (congrFun h1 i) j
  simp at h2

/-- For Hermitian `S` and `Cᴴ S C = 1`, the elements of the Hermitian multiplier in an
orthonormal eigenbasis `U` of the Gram matrix are those of `Cᴴ S V + Vᴴ S C` divided by sums of
two eigenvalues. -/
theorem multiplier_eigenbasis {S : Matrix n n ℂ} (hS : S.IsHermitian)
    {C : Matrix n k ℂ} (hC : Cᴴ * S * C = 1) {V : Matrix n k ℂ}
    {U : Matrix k k ℂ} (hU : Uᴴ * U = 1) {m : k → ℝ}
    (hm : forceGram S C * U = U * diagonal (fun i => (m i : ℂ)))
    {Y : Matrix k k ℂ} (hY : Y.IsHermitian)
    (hW : VelocityConstraint S C (V - S * C * Y)) (i j : k) :
    (Uᴴ * Y * U) i j = (Uᴴ * (Cᴴ * S * V + Vᴴ * S * C) * U) i j / ((m i : ℂ) + m j) := by
  have e : Uᴴ * (Cᴴ * S * V + Vᴴ * S * C) * U
      = diagonal (fun i => (m i : ℂ)) * (Uᴴ * Y * U)
        + (Uᴴ * Y * U) * diagonal (fun i => (m i : ℂ)) := by
    rw [← (constraint_iff_lyapunov hS C V hY).1 hW]
    calc _ = (Uᴴ * forceGram S C) * Y * U + Uᴴ * Y * (forceGram S C * U) := by
          simp only [Matrix.mul_add, Matrix.add_mul, Matrix.mul_assoc]
      _ = _ := by
          rw [hm, eigen_left hm]
          simp only [Matrix.mul_assoc]
  rw [eq_div_iff (eigen_sum_ne_zero hC hU hm i j), e, Matrix.add_apply, diagonal_mul,
    mul_diagonal]
  ring

/-- One orbital `C = (0, 1)` with overlap matrix `S = (2, 1; 1, 1)` and trial velocity
`V = (1, 0)`: the multiplier `1/2` enforces the constraint, while the half-sum
`(Cᴴ S V + Vᴴ S C) / 2` does not. -/
theorem multiplier_witness :
    let S : Matrix (Fin 2) (Fin 2) ℂ := !![2, 1; 1, 1]
    let C : Matrix (Fin 2) (Fin 1) ℂ := !![0; 1]
    let V : Matrix (Fin 2) (Fin 1) ℂ := !![1; 0]
    S.IsHermitian ∧ Cᴴ * S * C = 1 ∧
      VelocityConstraint S C (V - S * C * (!![1 / 2] : Matrix (Fin 1) (Fin 1) ℂ)) ∧
      ¬ VelocityConstraint S C
        (V - S * C * ((1 / 2 : ℂ) • (Cᴴ * S * V + Vᴴ * S * C))) := by
  intro S C V
  refine ⟨?_, ?_, ?_, ?_⟩
  · unfold Matrix.IsHermitian
    ext i j
    fin_cases i <;> fin_cases j <;> simp [S]
  · ext i j
    fin_cases i
    fin_cases j
    simp [S, C, Matrix.mul_apply, Fin.sum_univ_succ]
  · unfold VelocityConstraint
    ext i j
    fin_cases i
    fin_cases j
    norm_num [S, C, V, Matrix.mul_apply, Fin.sum_univ_succ]
  · intro h
    -- the half-sum equals 1, twice the correct multiplier
    have e : (1 / 2 : ℂ) • (Cᴴ * S * V + Vᴴ * S * C)
        = (!![1] : Matrix (Fin 1) (Fin 1) ℂ) := by
      ext i j
      fin_cases i
      fin_cases j
      norm_num [S, C, V, Matrix.mul_apply, Fin.sum_univ_succ]
    rw [e] at h
    unfold VelocityConstraint at h
    have h0 := congrFun (congrFun h 0) 0
    norm_num [S, C, V, Matrix.mul_apply, Fin.sum_univ_succ] at h0

end UltrasoftVelocityConstraint
```

```lean
#print axioms UltrasoftVelocityConstraint.existsUnique_multiplier
-- 'UltrasoftVelocityConstraint.existsUnique_multiplier' depends on axioms: [propext, Classical.choice, Quot.sound]
#print axioms UltrasoftVelocityConstraint.multiplier_eigenbasis
-- 'UltrasoftVelocityConstraint.multiplier_eigenbasis' depends on axioms: [propext, Classical.choice, Quot.sound]
```

## Moving ions and finite tolerances

The theorems guarantee existence, uniqueness and the eigenbasis formula for complex matrices of any finite size. They say nothing about rounding, conditioning or the convergence of an iterative solver, and they take \(C^\dagger SC=I\) as exact, where a code meets it to a tolerance.

The constraint in the main theorem is the one for fixed \(S\). When the ions move, \(S\) depends on time, and the velocity constraint gains the term \(C^\dagger\dot S C\). If the ionic velocities are prescribed during the solve, this changes only the right-hand side of the Lyapunov equation, and `lyapunov_existsUnique` accepts any right-hand side. If they are corrected together with the orbital velocities, the constraint forces act on the ions too, because \(S\) depends on their positions. Then \(\dot S\) itself depends on \(Y\), the left-hand side changes as well, and the theorems here do not cover that coupled equation.
